# If zero lies in the convex hull of finitely many real vectors in d dimensions, it is a weighted mean of at most d + 1 of them

The docstring speaks of the gradients of steps; in the statement these are any finite family of real vectors `a i`, with one component for each element of the finite type `m`, and no energy function appears. If the zero vector lies in the convex hull of the vectors with index in `s`, there are non-negative weights, summing to one and vanishing outside `s`, whose weighted sum of the vectors is zero. At most `Fintype.card m + 1` of the weights are nonzero. The proof takes a positive convex combination of affinely independent points from Carathéodory's theorem, chooses for each point `z k` an index `f k` in `s`, and gives each index `i` the total of the coefficients `c k` with `f k = i`.

In Lean, a first try:

```lean
import Mathlib

open Matrix
open scoped Topology

namespace OptimalCatalystCertificate

noncomputable section

variable {ι m : Type*} [Fintype ι] [Fintype m]

/-- If the origin lies in the convex hull of the gradients of the steps in `s`, it is a weighted
mean of them in which at most `Fintype.card m + 1` steps have nonzero weight. -/
theorem exists_weights_of_mem_convexHull {a : ι → m → ℝ} {s : Set ι}
    (h : (0 : m → ℝ) ∈ convexHull ℝ (a '' s)) :
    ∃ w : ι → ℝ, (∀ i, 0 ≤ w i) ∧ ∑ i, w i = 1 ∧ (∀ i, i ∉ s → w i = 0) ∧
      ∑ i, w i • a i = 0 ∧
      (Finset.univ.filter fun i => w i ≠ 0).card ≤ Fintype.card m + 1 := by
  classical
  -- Carathéodory: affinely independent gradients suffice
  obtain ⟨κ, _, z, c, hz, hind, hc, hc1, hcz⟩ := eq_pos_convex_span_of_mem_convexHull h
  have hz' : ∀ k, ∃ i, i ∈ s ∧ a i = z k := fun k => hz ⟨k, rfl⟩
  choose f hfs hfz using hz'
  refine ⟨fun i => ∑ k, if f k = i then c k else 0, ?_, ?_, ?_, ?_, ?_⟩
  · intro i
    refine Finset.sum_nonneg fun k _ => ?_
    split_ifs
    exacts [(hc k).le, le_rfl]
  · beta_reduce
    rw [Finset.sum_comm]
    simpa using hc1
  · intro i hi
    exact Finset.sum_eq_zero fun k _ => if_neg fun e => hi (e ▸ hfs k)
  · simp only [Finset.sum_smul, ite_smul, zero_smul]
    rw [Finset.sum_comm]
    simpa [hfz] using hcz
  · calc _ ≤ (Finset.univ.image f).card := Finset.card_le_card (by
          intro i hi
          by_contra hn
          apply (Finset.mem_filter.1 hi).2
          exact Finset.sum_eq_zero fun k _ => if_neg fun e =>
            hn (Finset.mem_image.2 ⟨k, Finset.mem_univ _, e⟩))
      _ ≤ Fintype.card κ := Finset.card_image_le
      _ ≤ Fintype.card m + 1 := by
          have h1 := hind.card_le_finrank_succ
          have h2 := Submodule.finrank_le (vectorSpan ℝ (Set.range z))
          rw [Module.finrank_fintype_fun_eq_card] at h2
          omega

end

end OptimalCatalystCertificate
```

Compiling this gives:

```
Main.lean:33:60: error: invalid `▸` notation, argument
  e
has type
  ?m.251
equality expected
```

Diagnosis. The error falls in the proof that the weight of an index `i` outside `s` is zero. Each term of that weight is an `if` with condition `f k = i`, and `if_neg` needs a proof that the condition is false. The proof assumes the condition as `e` and uses `e ▸ hfs k` to turn `f k ∈ s` into `i ∈ s`, which contradicts `hi`.

The condition is an implicit argument of `if_neg`, to be found by matching the lemma's conclusion with the goal. Here Lean elaborated the function `fun e => …` before that match had fixed the condition, so the type of `e` was still the unknown `?m.251`. The notation `▸` needs an equality to rewrite with, and it could not see one in `e`. The mathematics of the step was sound.

The diff's one change writes the type out, as `(e : f k = i)`. Now `▸` has its equation without waiting for the goal, and the rewrite gives the membership that `hi` rules out.

This version goes through:

```diff
@@ -31,5 +31,5 @@
     simpa using hc1
   · intro i hi
-    exact Finset.sum_eq_zero fun k _ => if_neg fun e => hi (e ▸ hfs k)
+    exact Finset.sum_eq_zero fun k _ => if_neg fun (e : f k = i) => hi (e ▸ hfs k)
   · simp only [Finset.sum_smul, ite_smul, zero_smul]
     rw [Finset.sum_comm]
```
